# No dilation generator in a finite basis: for c ≠ 0, [D, T] = cT forces a Hermitian T to vanish

## Definitions and conventions

Operators are complex N × N matrices in an orthonormal basis of N functions, so that the operator product is the matrix product and the adjoint A† is the conjugate transpose. The commutator and the squared Hilbert-Schmidt (Frobenius) norm are

    [A, B] = AB − BA

    ‖A‖² = Σ_i Σ_j |A_ij|²

A matrix T is Hermitian if T† = T, normal if T†T = TT†, and nilpotent if T^k = 0 for some natural number k. Every Hermitian matrix is normal. For a complex number c, a matrix D generates a scaling of T with weight c if

    [D, T] = c T

and the residual of this relation is R = [D, T] − cT. No condition is placed on D. Units have ħ = 1 and unit mass.

## The identity and the bound

If T is Hermitian, c ≠ 0 and [D, T] = cT, then tr(T²) = 0 and T = 0. The conclusion T = 0 also holds for normal T, and an arbitrary T obeying the relation with c ≠ 0 is nilpotent. For normal T, any D and any c, the failure is quantified by

    ‖[D, T] − cT‖² = ‖[D, T]‖² + |c|² ‖T‖²

so that ‖R‖² ≥ |c|² ‖T‖², with equality exactly when [D, T] = 0.

## Bearing on the virial theorem

For one particle on a line with coordinate x, take the kinetic energy T = −½ d²/dx², a potential V(x) and the dilation generator D = x d/dx + ½. These differential operators obey

    [D, T] = −2T,    [D, V] = x V′(x)

and the symmetric generator −iD gives the weight 2i instead, which is why c is complex. For a normalised bound state ψ of H = T + V with energy E, the hypervirial relation ⟨ψ|[D, H]|ψ⟩ = E⟨D⟩ − E⟨D⟩ = 0, with ⟨·⟩ the expectation value in ψ, becomes the virial theorem 2⟨T⟩ = ⟨xV′⟩ once the two commutators are inserted.

For a Hermitian Hamiltonian matrix the hypervirial relation survives unchanged, for every eigenvector and every matrix D. The insertion does not survive: in a finite orthonormal basis, no matrix D has [D, T] = −2T for a nonzero kinetic-energy matrix T, so ⟨[D, T]⟩ = −2⟨T⟩ + ⟨R⟩ with a nonzero residual matrix R = [D, T] + 2T. Writing R_V for the matrix commutator [D, V] minus the matrix of xV′, the matrix hypervirial relation reads −2⟨T⟩ + ⟨xV′⟩ + ⟨R + R_V⟩ = 0. The two residuals can cancel, and exactly when ⟨R + R_V⟩ = 0 does this relation coincide with 2⟨T⟩ = ⟨xV′⟩. A code that monitors ‖[D, T] + 2T‖/‖T‖ as a basis-set diagnostic will, in exact arithmetic, see a number of at least 2 at every N.

## Derivation

Step 1, the norm as a trace. With a bar for complex conjugation,

    tr(A†A) = Σ_j Σ_i (A†)_ji A_ij = Σ_i Σ_j Ā_ij A_ij = ‖A‖²

This is a sum of non-negative terms, so ‖A‖² = 0 forces every A_ij to vanish.

Step 2, cyclicity. For any D, T and natural number k, the rule tr(XY) = tr(YX) moves the last factor T to the front:

    tr(T^k D T) = tr(T T^k D) = tr(T^(k+1) D) = tr(T^k T D)

    tr(T^k [D, T]) = 0

Step 3, the scaling relation. Inserting [D, T] = cT gives

    c tr(T^(k+1)) = 0

and c ≠ 0 makes every positive power of T traceless. At k = 1 this is tr(T²) = 0. For Hermitian T, tr(T²) = tr(T†T) = ‖T‖², and step 1 gives T = 0.

Step 4, powers. Suppose [D, T^k] = kc T^k, which holds at k = 0 because the identity commutes with D. The product rule gives

    [D, T^(k+1)] = [D, T^k] T + T^k [D, T] = kc T^(k+1) + c T^(k+1) = (k+1)c T^(k+1)

If no power of T vanished, each T^k would be an eigenvector of the linear map X ↦ [D, X] with eigenvalue kc. For c ≠ 0 these numbers are all different, while a linear map on the N²-dimensional space of matrices has finitely many eigenvalues. Hence some power of T is zero.

Step 5, normal T. Cyclicity, then normality, then cyclicity again:

    tr(T† D T) = tr(D T T†) = tr(D T† T) = tr(T† T D)

    tr(T† [D, T]) = 0

With [D, T] = cT this reads c‖T‖² = 0, so T = 0 when c ≠ 0.

Step 6, the residual. Write C = [D, T] and expand:

    tr((C − cT)†(C − cT)) = tr(C†C) − c tr(C†T) − c̄ tr(T†C) + c̄c tr(T†T)

The third term vanishes by step 5, and so does the second, because tr(C†T) is the complex conjugate of tr(T†C). What remains is ‖C‖² + |c|²‖T‖². Since ‖C‖² ≥ 0 the bound follows, and equality means ‖C‖² = 0, that is C = 0. Geometrically, [D, T] is orthogonal to T in the inner product tr(A†B), and the identity is Pythagoras' theorem.

## A two-function instance

In the harmonic-oscillator basis of unit frequency, with lowering operator a, the operators above are T = (2a†a + 1 − a² − a†²)/4 and D = (a² − a†²)/2. Keep the normalised levels 0 and 2 as matrix indices 0 and 1, and use ⟨0|a²|2⟩ = √2. With rows separated by semicolons,

    T = ¼ [1, −√2; −√2, 5],    D = (√2/2) [0, 1; −1, 0]

    [D, T] = [−1/2, √2/2; √2/2, 1/2]

    R = [D, T] + 2T = [0, 0; 0, 3]

The squared norms are ‖T‖² = 30/16 = 15/8, ‖[D, T]‖² = 3/2 and ‖R‖² = 9, and indeed 3/2 + 4 · 15/8 = 9. The whole residual sits on the highest retained level: in a normalised state with amplitude b on level 2 its expectation value is 3|b|², which is zero for level 0 although ‖R‖ = 3.

## The Lean file

```lean
import Mathlib

open Matrix

namespace NoFiniteDilation

noncomputable section

variable {n : Type*} [Fintype n] [DecidableEq n]

/-- The commutator `[A, B] = AB - BA` of two operators in a finite basis. -/
def commut (A B : Matrix n n ℂ) : Matrix n n ℂ := A * B - B * A

/-- `D` generates a scaling of `T` with weight `c`: `[D, T] = c T`. -/
def ScalesUnder (D T : Matrix n n ℂ) (c : ℂ) : Prop := commut D T = c • T

/-- The squared Hilbert-Schmidt norm, the sum of `|A i j|²` over all matrix elements. -/
def frobSq (A : Matrix n n ℂ) : ℝ := ∑ i, ∑ j, ‖A i j‖ ^ 2

/-- The linear map `X ↦ [D, X]` on the space of matrices. -/
def adjointAction (D : Matrix n n ℂ) : Module.End ℂ (Matrix n n ℂ) where
  toFun X := commut D X
  map_add' X Y := by
    simp only [commut, Matrix.mul_add, Matrix.add_mul]
    abel
  map_smul' a X := by
    simp only [commut, Matrix.mul_smul, Matrix.smul_mul, smul_sub, RingHom.id_apply]

/-- The Pauli matrix `σ_z`. -/
def pauliZ : Matrix (Fin 2) (Fin 2) ℂ := !![1, 0; 0, -1]

/-- The two-level raising matrix. -/
def raising : Matrix (Fin 2) (Fin 2) ℂ := !![0, 1; 0, 0]

omit [DecidableEq n] in
/-- The trace of `A† A` is the squared Hilbert-Schmidt norm of `A`. -/
theorem trace_conjTranspose_mul_self (A : Matrix n n ℂ) :
    (Aᴴ * A).trace = (frobSq A : ℂ) := by
  simp only [Matrix.trace, Matrix.diag_apply, Matrix.mul_apply, conjTranspose_apply, frobSq]
  push_cast
  rw [Finset.sum_comm]
  refine Finset.sum_congr rfl fun i _ => Finset.sum_congr rfl fun j _ => ?_
  rw [mul_comm]
  have h := Complex.mul_conj (A i j)
  rw [Complex.normSq_eq_norm_sq] at h
  push_cast at h
  exact h

omit [DecidableEq n] in
/-- A matrix with vanishing Hilbert-Schmidt norm is zero. -/
theorem eq_zero_of_frobSq {A : Matrix n n ℂ} (h : frobSq A = 0) : A = 0 := by
  unfold frobSq at h
  ext i j
  have hn : ∀ a ∈ (Finset.univ : Finset n), 0 ≤ ∑ b, ‖A a b‖ ^ 2 :=
    fun a _ => Finset.sum_nonneg fun b _ => by positivity
  have hm : ∀ b ∈ (Finset.univ : Finset n), 0 ≤ ‖A i b‖ ^ 2 := fun b _ => by positivity
  have h1 : ∑ b, ‖A i b‖ ^ 2 = 0 :=
    (Finset.sum_eq_zero_iff_of_nonneg hn).mp h i (Finset.mem_univ i)
  have h2 : ‖A i j‖ ^ 2 = 0 :=
    (Finset.sum_eq_zero_iff_of_nonneg hm).mp h1 j (Finset.mem_univ j)
  simpa using h2

/-- For any matrices `D` and `T` and any power `k`, the trace of `T^k [D, T]` vanishes. -/
theorem trace_pow_mul_commut (D T : Matrix n n ℂ) (k : ℕ) :
    (T ^ k * commut D T).trace = 0 := by
  -- cyclicity of the trace carries the last factor `T` to the front
  have h : (T ^ k * (D * T)).trace = (T ^ k * (T * D)).trace := by
    calc (T ^ k * (D * T)).trace = ((T ^ k * D) * T).trace := by rw [mul_assoc]
      _ = (T * (T ^ k * D)).trace := Matrix.trace_mul_comm _ _
      _ = (T ^ k * (T * D)).trace := by rw [← mul_assoc, ← pow_succ', pow_succ, mul_assoc]
  rw [commut, Matrix.mul_sub, trace_sub, h, sub_self]

/-- If `[D, T] = c T` with `c ≠ 0`, every positive power of `T` is traceless. -/
theorem trace_pow_eq_zero {D T : Matrix n n ℂ} {c : ℂ} (hc : c ≠ 0)
    (hs : ScalesUnder D T c) (k : ℕ) : (T ^ (k + 1)).trace = 0 := by
  have hs' : commut D T = c • T := hs
  have h := trace_pow_mul_commut D T k
  rw [hs', Matrix.mul_smul, trace_smul, ← pow_succ, smul_eq_mul] at h
  exact (mul_eq_zero.mp h).resolve_left hc

/-- No dilation generator in a finite basis: if `T` is Hermitian and `[D, T] = c T` with
`c ≠ 0`, then `tr T² = 0` and `T = 0`. -/
theorem no_dilation_generator {D T : Matrix n n ℂ} {c : ℂ} (hT : T.IsHermitian) (hc : c ≠ 0)
    (hs : ScalesUnder D T c) : (T ^ 2).trace = 0 ∧ T = 0 := by
  have h2 : (T ^ 2).trace = 0 := trace_pow_eq_zero hc hs 1
  -- for Hermitian `T` the trace of `T²` is the squared Hilbert-Schmidt norm
  have h3 : (frobSq T : ℂ) = 0 := by
    rw [← trace_conjTranspose_mul_self, hT.eq, ← pow_two]
    exact h2
  exact ⟨h2, eq_zero_of_frobSq (by exact_mod_cast h3)⟩

/-- If `T` scales with weight `c` under `D`, then `T^k` scales with weight `k c`. -/
theorem scalesUnder_pow {D T : Matrix n n ℂ} {c : ℂ} (hs : ScalesUnder D T c) (k : ℕ) :
    ScalesUnder D (T ^ k) ((k : ℂ) * c) := by
  induction k with
  | zero => simp [ScalesUnder, commut]
  | succ k ih =>
    have h1 : D * T ^ k - T ^ k * D = ((k : ℂ) * c) • T ^ k := ih
    have h2 : D * T - T * D = c • T := hs
    have h3 : ((k + 1 : ℕ) : ℂ) * c = (k : ℂ) * c + c := by
      push_cast
      ring
    show D * T ^ (k + 1) - T ^ (k + 1) * D = (((k + 1 : ℕ) : ℂ) * c) • T ^ (k + 1)
    -- product rule for the commutator
    calc D * T ^ (k + 1) - T ^ (k + 1) * D
        = (D * T ^ k - T ^ k * D) * T + T ^ k * (D * T - T * D) := by
          rw [pow_succ]
          simp only [mul_sub, sub_mul, mul_assoc]
          abel
      _ = ((k : ℂ) * c) • T ^ (k + 1) + c • T ^ (k + 1) := by
          rw [h1, h2, Matrix.smul_mul, Matrix.mul_smul, ← pow_succ]
      _ = (((k + 1 : ℕ) : ℂ) * c) • T ^ (k + 1) := by rw [h3, add_smul]

/-- Any matrix `T` with `[D, T] = c T` and `c ≠ 0` is nilpotent. -/
theorem isNilpotent_of_scalesUnder {D T : Matrix n n ℂ} {c : ℂ} (hc : c ≠ 0)
    (hs : ScalesUnder D T c) : IsNilpotent T := by
  by_contra hn
  have hne : ∀ k : ℕ, T ^ k ≠ 0 := fun k hk => hn ⟨k, hk⟩
  -- each nonzero power is an eigenvector of `X ↦ [D, X]` with eigenvalue `k c`
  have hmem : ∀ k : ℕ, (k : ℂ) * c ∈ spectrum ℂ (adjointAction D) := by
    intro k
    have he : adjointAction D (T ^ k) = ((k : ℂ) * c) • T ^ k := scalesUnder_pow hs k
    have hv : (adjointAction D).HasEigenvector ((k : ℂ) * c) (T ^ k) :=
      ⟨Module.End.mem_eigenspace_iff.mpr he, hne k⟩
    exact Module.End.hasEigenvalue_iff_mem_spectrum.mp
      (Module.End.hasEigenvalue_of_hasEigenvector hv)
  have hinj : Function.Injective fun k : ℕ => (k : ℂ) * c := by
    intro a b hab
    have h : (a : ℂ) = (b : ℂ) := mul_right_cancel₀ hc hab
    exact_mod_cast h
  -- but the spectrum in finite dimension is finite
  have hinf : (spectrum ℂ (adjointAction D)).Infinite :=
    Set.infinite_of_injective_forall_mem hinj hmem
  exact hinf (Module.End.finite_spectrum _)

omit [DecidableEq n] in
/-- For a normal matrix `T` and any `D`, the trace of `T† [D, T]` vanishes. -/
theorem trace_conjTranspose_mul_commut (D : Matrix n n ℂ) {T : Matrix n n ℂ}
    (hN : Tᴴ * T = T * Tᴴ) : (Tᴴ * commut D T).trace = 0 := by
  have h : (Tᴴ * (D * T)).trace = (Tᴴ * (T * D)).trace := by
    calc (Tᴴ * (D * T)).trace = ((D * T) * Tᴴ).trace := Matrix.trace_mul_comm _ _
      _ = (D * (Tᴴ * T)).trace := by rw [Matrix.mul_assoc, ← hN]
      _ = ((Tᴴ * T) * D).trace := Matrix.trace_mul_comm _ _
      _ = (Tᴴ * (T * D)).trace := by rw [Matrix.mul_assoc]
  rw [commut, Matrix.mul_sub, trace_sub, h, sub_self]

omit [DecidableEq n] in
/-- A normal matrix `T` with `[D, T] = c T` and `c ≠ 0` is zero. -/
theorem no_dilation_generator_normal {D T : Matrix n n ℂ} {c : ℂ} (hN : Tᴴ * T = T * Tᴴ)
    (hc : c ≠ 0) (hs : ScalesUnder D T c) : T = 0 := by
  have hs' : commut D T = c • T := hs
  have h := trace_conjTranspose_mul_commut D hN
  rw [hs', Matrix.mul_smul, trace_smul, trace_conjTranspose_mul_self, smul_eq_mul] at h
  have h3 : (frobSq T : ℂ) = 0 := (mul_eq_zero.mp h).resolve_left hc
  exact eq_zero_of_frobSq (by exact_mod_cast h3)

omit [DecidableEq n] in
/-- For normal `T` the residual of the scaling relation obeys
`‖[D, T] - c T‖² = ‖[D, T]‖² + |c|² ‖T‖²` in the Hilbert-Schmidt norm. -/
theorem frobSq_residual (D : Matrix n n ℂ) {T : Matrix n n ℂ} (c : ℂ)
    (hN : Tᴴ * T = T * Tᴴ) :
    frobSq (commut D T - c • T) = frobSq (commut D T) + ‖c‖ ^ 2 * frobSq T := by
  -- both cross terms vanish
  have h1 := trace_conjTranspose_mul_commut D hN
  have h2 : ((commut D T)ᴴ * T).trace = 0 := by
    have h := Matrix.trace_conjTranspose (Tᴴ * commut D T)
    rw [conjTranspose_mul, conjTranspose_conjTranspose, h1, star_zero] at h
    exact h
  have hcc : star c * c = ((‖c‖ : ℝ) : ℂ) ^ 2 := by
    rw [mul_comm]
    have h := Complex.mul_conj c
    rw [Complex.normSq_eq_norm_sq] at h
    push_cast at h
    exact h
  have key : ((frobSq (commut D T - c • T) : ℝ) : ℂ)
      = (frobSq (commut D T) : ℂ) + (star c * c) * (frobSq T : ℂ) := by
    rw [← trace_conjTranspose_mul_self (commut D T - c • T),
      ← trace_conjTranspose_mul_self (commut D T), ← trace_conjTranspose_mul_self T]
    simp only [conjTranspose_sub, conjTranspose_smul, Matrix.sub_mul, Matrix.mul_sub,
      Matrix.smul_mul, Matrix.mul_smul, trace_sub, trace_smul, smul_eq_mul, h1, h2]
    ring
  rw [hcc] at key
  exact_mod_cast key

omit [DecidableEq n] in
/-- For normal `T` the squared residual `‖[D, T] - c T‖²` is at least `|c|² ‖T‖²`, with
equality exactly when `D` commutes with `T`. -/
theorem residual_lower_bound (D : Matrix n n ℂ) {T : Matrix n n ℂ} (c : ℂ)
    (hN : Tᴴ * T = T * Tᴴ) :
    ‖c‖ ^ 2 * frobSq T ≤ frobSq (commut D T - c • T) ∧
      (frobSq (commut D T - c • T) = ‖c‖ ^ 2 * frobSq T ↔ commut D T = 0) := by
  have h := frobSq_residual D c hN
  have h0 : 0 ≤ frobSq (commut D T) :=
    Finset.sum_nonneg fun a _ => Finset.sum_nonneg fun b _ => by positivity
  refine ⟨by linarith, fun he => eq_zero_of_frobSq (by linarith), fun he => ?_⟩
  have hz : frobSq (commut D T) = 0 := by
    rw [he]
    simp [frobSq]
  linarith

/-- The raising matrix is nonzero, not Hermitian, and scales with weight `2` under `σ_z`;
`σ_z` is Hermitian and does not commute with the raising matrix. -/
theorem scalesUnder_witness :
    ScalesUnder pauliZ raising 2 ∧ raising ≠ 0 ∧ ¬ raising.IsHermitian ∧
      pauliZ.IsHermitian ∧ commut raising pauliZ ≠ 0 := by
  have hs : commut pauliZ raising = (2 : ℂ) • raising := by
    ext i j
    fin_cases i <;> fin_cases j <;>
      simp [commut, pauliZ, raising]
    norm_num
  have hne : raising ≠ 0 := by
    intro h
    have h01 := congrFun (congrFun h 0) 1
    simp [raising] at h01
  have hZ : pauliZᴴ = pauliZ := by
    ext i j
    fin_cases i <;> fin_cases j <;> simp [pauliZ, conjTranspose_apply]
  refine ⟨hs, hne, fun h => hne (no_dilation_generator h two_ne_zero hs).2, hZ, fun h => ?_⟩
  have hneg : commut pauliZ raising = -commut raising pauliZ := by
    simp only [commut, neg_sub]
  have h2 : (2 : ℂ) • raising = 0 := by rw [← hs, hneg, h, neg_zero]
  exact hne ((smul_eq_zero.mp h2).resolve_left two_ne_zero)

end

end NoFiniteDilation
```

```lean
#print axioms NoFiniteDilation.no_dilation_generator
#print axioms NoFiniteDilation.isNilpotent_of_scalesUnder
#print axioms NoFiniteDilation.no_dilation_generator_normal
#print axioms NoFiniteDilation.residual_lower_bound
```

```
'NoFiniteDilation.no_dilation_generator' depends on axioms: [propext, Classical.choice, Quot.sound]
'NoFiniteDilation.isNilpotent_of_scalesUnder' depends on axioms: [propext, Classical.choice, Quot.sound]
'NoFiniteDilation.no_dilation_generator_normal' depends on axioms: [propext, Classical.choice, Quot.sound]
'NoFiniteDilation.residual_lower_bound' depends on axioms: [propext, Classical.choice, Quot.sound]
```

## The formal statements in words

The finite type `n` labels the basis functions and N is its number of elements; `Matrix n n ℂ` is the space of operators and `Aᴴ` is A†. The definitions `commut`, `ScalesUnder` and `frobSq` are [A, B], the relation `commut D T = c • T` and the real number ‖A‖². The order of arguments fixes the sign: in `ScalesUnder D T c` the generator stands first, and reversing the commutator would replace c by −c. In the statements `‖c‖ ^ 2` is |c|².

`no_dilation_generator` takes `T.IsHermitian`, `c ≠ 0` and `ScalesUnder D T c`, and concludes `(T ^ 2).trace = 0 ∧ T = 0`. `no_dilation_generator_normal` replaces Hermiticity by `Tᴴ * T = T * Tᴴ` and concludes T = 0. `isNilpotent_of_scalesUnder` assumes nothing about T beyond the relation with c ≠ 0, and `IsNilpotent T` says that some power vanishes, with no bound on the exponent. `frobSq_residual` is the identity and `residual_lower_bound` the inequality together with its equality case; both hold for normal T, every D and every c, zero included, and a Hermitian T enters them through its normality.

`scalesUnder_witness` concerns the matrices `pauliZ`, σ_z = [1, 0; 0, −1], and `raising`, σ₊ = [0, 1; 0, 0], on `Fin 2` with indices 0 and 1. It states that [σ_z, σ₊] = 2σ₊, that σ₊ is nonzero and not Hermitian, that σ_z is Hermitian, and that [σ₊, σ_z] ≠ 0.

## How the proof follows the derivation

Step 1 is two lemmas. `trace_conjTranspose_mul_self` unfolds the trace into a double sum, exchanges the sums with `Finset.sum_comm` and settles each term with `Complex.mul_conj`. `eq_zero_of_frobSq` applies `Finset.sum_eq_zero_iff_of_nonneg` twice, first to isolate row i and then entry j.

Step 2 is `trace_pow_mul_commut`, whose `calc` block uses `Matrix.trace_mul_comm` once and then regroups T T^k as T^k T. In `trace_pow_eq_zero` the scalar c is pulled out of the trace and `mul_eq_zero` with `hc` discards it. The main theorem calls this lemma at k = 1, rewrites T† as T by `hT.eq` to identify tr(T²) with `frobSq T`, and finishes with `eq_zero_of_frobSq`.

Step 4 starts with the induction in `scalesUnder_pow`, where the first line of the `calc` is the product rule. `isNilpotent_of_scalesUnder` argues by contradiction: `hne` says that no power vanishes, `hmem` places each kc in the spectrum of `adjointAction D`, `hinj` says that k ↦ kc is injective, and the resulting infinite spectrum contradicts finiteness.

Step 5 is `trace_conjTranspose_mul_commut`, with the same three moves as above, followed by `no_dilation_generator_normal`. In `frobSq_residual`, `h1` and `h2` are the vanishing cross terms, `hcc` is c̄c = |c|², and `key` is the expansion, carried out in ℂ and returned to ℝ by `exact_mod_cast`. `residual_lower_bound` combines this identity with ‖C‖² ≥ 0 through `linarith`, and uses `eq_zero_of_frobSq` for the equality case. In the witness the commutator is computed entry by entry, and σ₊ is shown not to be Hermitian by appeal to the main theorem, which would otherwise make it zero.

One device is worth reusing. Bundling X ↦ [D, X] as an element of `Module.End ℂ (Matrix n n ℂ)` treats matrices as vectors and makes Mathlib's eigenvalue theory available. An injective family of eigenvalues indexed by ℕ then goes into `Set.infinite_of_injective_forall_mem` and collides with `Module.End.finite_spectrum`. The pattern fits other ladder arguments that show a tower of states terminates in finite dimension.

## Reach and limits

Lean certifies the named theorems only; the continuum commutators, the oscillator numbers and the remarks that follow on other models were worked on paper.

Each hypothesis of the main theorem has a role. Without Hermiticity, the pair σ_z, σ₊ satisfies the relation with c = 2 and T ≠ 0; the trace tr(T²) still vanishes, as `trace_pow_eq_zero` requires, but it is no longer ‖T‖², which equals 1. With c = 0 the choice D = T = σ_z satisfies the relation with tr(T²) = 2. Without finite dimension the differential operators above satisfy it with c = −2, and the argument has no grip because T² has no finite trace. The last two clauses of the witness show that the inequality can be strict: for D = σ₊ and T = σ_z the commutator is −2σ₊ and the excess over |c|²‖T‖² is 4.

At N = 1 every commutator vanishes, the relation reads cT = 0, and the bound is always an equality. The empty basis is admitted too, where the only matrix is zero.

The theorems concern exact complex matrices and say nothing about rounding, about limits N → ∞, or about how a matrix D is obtained from a differential operator. They concern the matrix commutator DT − TD; the matrix of the continuum commutator, evaluated from integrals, equals −2T in any basis in the operators' domain and is a different object. The bound is on the Hilbert-Schmidt norm of R and places no lower limit on an individual expectation value, as the oscillator instance shows, so it does not say that a finite-basis state must violate the virial ratio. For a basis with overlap matrix S ≠ 1 the theorems apply once the matrices are transformed to an orthonormal basis, and the norm refers to the transformed matrices. For a non-normal discretisation of T the bound is unavailable, as T = σ₊ shows, where R = 0 and ‖T‖ = 1; tracelessness of the powers and nilpotency still hold under the exact relation, and step 2 still gives tr(T^k R) = −c tr(T^(k+1)) for every D and c.

The statement could also have been modelled with a finite scaling: an invertible matrix U and a complex number λ with U T U⁻¹ = λT. The trace then gives tr(T²) = λ² tr(T²), so a Hermitian T vanishes when λ² ≠ 1. That version concerns a single rescaling and does not assume a generator, and its exceptional set is larger: λ = −1 occurs for T = σ_z and U = [0, 1; 1, 0]. The commutator form needs no inverse or matrix exponential and has the single exception c = 0.
